# Widening a finite square well lowers its ground energy more slowly than the inverse square

A one-dimensional square well of fixed depth has a ground energy, measured from the bottom of the well, that falls as the well widens, but by less than the inverse-square factor. I met this while reading about colour centres, where an electron in a box is used to picture the Mollwo–Ivey relation, and it puzzles me. The wave leaks through finite walls, which puts the energy below the hard-wall value. Why doesn't the leak also make the energy fall faster with size?

## The leak counts for most in a narrow well

For half-widths $a<b$ and the same depth $V$, the ground energies above the bottom satisfy
$$E(a)\,(a/b)^2 < E(b) < E(a).$$
The leak does lower the energy, but its relative effect shrinks as the well widens, so the energy becomes a larger fraction of the hard-wall value, though it always stays below it.

Let the particle have mass $m$ and put $k=\sqrt{2mE}/\hbar$, $\kappa=\sqrt{2m(V-E)}/\hbar$. The wave is $C\cos kx+D\sin kx$ inside, $Fe^{-\kappa(x-a)}$ on the right and $Ge^{\kappa(x+a)}$ on the left. Continuity of value and slope gives
$$C\cos ka+D\sin ka=F,\qquad k(D\cos ka-C\sin ka)=-\kappa F,$$
$$C\cos ka-D\sin ka=G,\qquad k(D\cos ka+C\sin ka)=\kappa G.$$
Subtracting the slope equations and using $F+G=2C\cos ka$ gives $C(k\sin ka-\kappa\cos ka)=0$. Adding them and using $F-G=2D\sin ka$ gives $D(k\cos ka+\kappa\sin ka)=0$. A nonzero wave therefore needs the even condition $k\sin ka=\kappa\cos ka$ or the odd one $k\cos ka=-\kappa\sin ka$. Conversely, a pure cosine satisfies all four equations when the even condition holds, and a pure sine does when the odd one holds.

Now let $S=\sqrt{2mV}/\hbar$ and $A=aS$. The function $z-A\cos z$ increases strictly from $-A$ to $\pi/2$ on $[0,\pi/2]$, so $z=A\cos z$ has one root there. At $E=V\cos^2 z$ we have $k=S\cos z$, $\kappa=S\sin z$ and $ka=z$, and the even condition holds. At a lower positive energy, $k$ is smaller, $\kappa$ is larger and $0<ka<z$. Then $k\sin ka<S\cos z\sin z<\kappa\cos ka$, so the even condition fails; the odd one fails because its sides have opposite signs. Hence
$$E(a)=V\left(\frac zA\right)^2=\frac{\hbar^2z^2}{2ma^2}.$$

Let $w$ be the root for a larger strength $B=bS$. If $w\le z$, then $w=B\cos w>A\cos w\ge A\cos z=z$, a contradiction. So $z<w$, and $w/B=\cos w<\cos z=z/A$. The energy falls, while $E(a)\,a^2\propto z^2$ rises. Since $z<\pi/2$, the energy stays below the hard-wall value $\hbar^2(\pi/2)^2/(2ma^2)$.

For example, $z=\pi/4$ belongs to $A=\pi\sqrt2/4$ and gives $E(a)=V/2$; $w=\pi/3$ belongs to $B=2\pi/3$ and gives $E(b)=V/4$. Here $(a/b)^2=9/32$, so inverse-square scaling would predict only $9V/64$.

## What the Lean file says

`IsBoundLevel m ħ V a E` says that $0<E<V$ and that a nonzero interior wave joins decaying tails, as in the four equations above. These wave forms are put into `MatchedWave` directly, not derived from the Schrödinger equation. `IsLeast` makes the ground energy the smallest of all bound levels, even or odd. `ground_energy_falls_slower` takes two such energies, with the same positive `m`, `ħ` and `V`, and gives both inequalities.

The fixed `V` stands for confinement by the surrounding ions, which in real crystals may change with the lattice. The Mollwo–Ivey relation links the absorption energies of colour centres to the lattice constant, whereas this one-electron, one-dimensional model compares ground levels only.

```lean
import Mathlib

open Set
open scoped Real

namespace ColourCentreWell

noncomputable section

/-- The wave number `√(2mE)/ħ` belonging to a kinetic energy `E ≥ 0`, for `m > 0` and `ħ > 0`. -/
def waveNumber (m ħ E : ℝ) : ℝ := Real.sqrt (2 * m * E) / ħ

/-- For positive `k`, `κ` and `a`: a nonzero wave `C cos kx + D sin kx` inside the walls `x = ±a`
joins the outer tails `F exp(-κ(x - a))` on the right and `G exp(κ(x + a))` on the left with
continuous value and slope. -/
def MatchedWave (k κ a : ℝ) : Prop :=
  ∃ C D F G : ℝ, (C ≠ 0 ∨ D ≠ 0) ∧
    C * Real.cos (k * a) + D * Real.sin (k * a) = F ∧
    k * (D * Real.cos (k * a) - C * Real.sin (k * a)) = -κ * F ∧
    C * Real.cos (k * a) - D * Real.sin (k * a) = G ∧
    k * (D * Real.cos (k * a) + C * Real.sin (k * a)) = κ * G

/-- `E`, measured from the bottom, is a bound level of the square well of depth `V` and half-width
`a > 0`, for a particle of mass `m > 0` and with `ħ > 0`. -/
def IsBoundLevel (m ħ V a E : ℝ) : Prop :=
  0 < E ∧ E < V ∧ MatchedWave (waveNumber m ħ E) (waveNumber m ħ (V - E)) a

/-- Matching at both walls with `C` and `D` not both zero is possible exactly when the even or the
odd quantisation condition holds. -/
theorem matchedWave_iff (k κ a : ℝ) : MatchedWave k κ a ↔
    k * Real.sin (k * a) = κ * Real.cos (k * a) ∨
    k * Real.cos (k * a) = -(κ * Real.sin (k * a)) := by
  constructor
  · rintro ⟨C, D, F, G, hne, h1, h2, h3, h4⟩
    -- sums and differences of the wall conditions separate the two parities
    rcases hne with hC | hD
    · left
      apply mul_left_cancel₀ hC
      linear_combination (h4 - h2) / 2 - κ / 2 * (h1 + h3)
    · right
      apply mul_left_cancel₀ hD
      linear_combination (h4 + h2) / 2 + κ / 2 * (h1 - h3)
  · rintro (h | h)
    · refine ⟨1, 0, _, _, Or.inl one_ne_zero, rfl, ?_, rfl, ?_⟩
      · linear_combination -h
      · linear_combination h
    · refine ⟨0, 1, _, _, Or.inr one_ne_zero, rfl, ?_, rfl, ?_⟩
      · linear_combination h
      · linear_combination h

/-- For `A > 0` the equation `z = A cos z` has exactly one solution between `0` and `π/2`. -/
theorem existsUnique_root {A : ℝ} (hA : 0 < A) :
    ∃! z : ℝ, z ∈ Ioo 0 (π / 2) ∧ z = A * Real.cos z := by
  have hpi : 0 < π / 2 := by positivity
  have hcont : ContinuousOn (fun z : ℝ => z - A * Real.cos z) (Icc 0 (π / 2)) :=
    (continuous_id.sub (continuous_const.mul Real.continuous_cos)).continuousOn
  have hmem : (0 : ℝ) ∈ Ioo (0 - A * Real.cos 0) (π / 2 - A * Real.cos (π / 2)) := by
    rw [Real.cos_zero, Real.cos_pi_div_two]
    constructor <;> linarith
  obtain ⟨z, hz, h0⟩ := intermediate_value_Ioo hpi.le hcont hmem
  have hroot : z = A * Real.cos z := sub_eq_zero.mp h0
  refine ⟨z, ⟨hz, hroot⟩, ?_⟩
  rintro w ⟨hw, hw'⟩
  -- the left side increases and the right side decreases, so they meet once
  rcases lt_trichotomy w z with h | h | h
  · have hc := Real.cos_lt_cos_of_nonneg_of_le_pi_div_two hw.1.le hz.2.le h
    have := mul_lt_mul_of_pos_left hc hA
    linarith
  · exact h
  · have hc := Real.cos_lt_cos_of_nonneg_of_le_pi_div_two hz.1.le hw.2.le h
    have := mul_lt_mul_of_pos_left hc hA
    linarith

/-- When the well strength grows from `A > 0` to `B`, the root of `z = A cos z` in `(0, π/2)`
strictly increases, while its ratio to the strength strictly decreases. -/
theorem root_monotone {A B z w : ℝ} (hA : 0 < A) (hAB : A < B)
    (hz : z ∈ Ioo 0 (π / 2)) (hw : w ∈ Ioo 0 (π / 2))
    (hzA : z = A * Real.cos z) (hwB : w = B * Real.cos w) :
    z < w ∧ w / B < z / A := by
  have hB : 0 < B := hA.trans hAB
  have hcw : 0 < Real.cos w :=
    Real.cos_pos_of_mem_Ioo ⟨by linarith [hw.1, Real.pi_pos], hw.2⟩
  have hlt : z < w := by
    by_contra hn
    have hc := Real.cos_le_cos_of_nonneg_of_le_pi hw.1.le
      (by linarith [hz.2, Real.pi_pos]) (not_lt.mp hn)
    have h1 := mul_le_mul_of_nonneg_left hc hA.le
    have h2 := mul_lt_mul_of_pos_right hAB hcw
    linarith
  have e1 : z / A = Real.cos z := by
    rw [div_eq_iff hA.ne']
    linear_combination hzA
  have e2 : w / B = Real.cos w := by
    rw [div_eq_iff hB.ne']
    linear_combination hwB
  refine ⟨hlt, ?_⟩
  rw [e1, e2]
  exact Real.cos_lt_cos_of_nonneg_of_le_pi_div_two hz.1.le hw.2.le hlt

/-- Scaling an energy by `c²` with `c ≥ 0` scales its wave number by `c`. -/
theorem waveNumber_scale (m ħ V : ℝ) {c : ℝ} (hc : 0 ≤ c) :
    waveNumber m ħ (V * c ^ 2) = waveNumber m ħ V * c := by
  unfold waveNumber
  rw [← mul_assoc, Real.sqrt_mul' _ (sq_nonneg c), Real.sqrt_sq hc]
  ring

/-- For positive `m` and `ħ`, the wave number strictly increases with energy `E ≥ 0`. -/
theorem waveNumber_lt {m ħ E E' : ℝ} (hm : 0 < m) (hħ : 0 < ħ) (hE : 0 ≤ E)
    (h : E < E') : waveNumber m ħ E < waveNumber m ħ E' := by
  unfold waveNumber
  exact div_lt_div_of_pos_right
    (Real.sqrt_lt_sqrt (by positivity) (mul_lt_mul_of_pos_left h (by positivity))) hħ

/-- For positive `m`, `ħ`, `V`, `a` and strength `A = a√(2mV)/ħ`, the root `z` of `z = A cos z`
in `(0, π/2)` gives the lowest bound level `V (z/A)²`. -/
theorem isLeast_ground {m ħ V a z : ℝ} (hm : 0 < m) (hħ : 0 < ħ) (hV : 0 < V) (ha : 0 < a)
    (hz : z ∈ Ioo 0 (π / 2)) (h : z = a * waveNumber m ħ V * Real.cos z) :
    IsLeast {E | IsBoundLevel m ħ V a E} (V * (z / (a * waveNumber m ħ V)) ^ 2) := by
  have hS : 0 < waveNumber m ħ V := by unfold waveNumber; positivity
  have hq : z / (a * waveNumber m ħ V) = Real.cos z := by
    rw [div_eq_iff (mul_pos ha hS).ne']
    linear_combination h
  rw [hq]
  have hc : 0 < Real.cos z :=
    Real.cos_pos_of_mem_Ioo ⟨by linarith [hz.1, Real.pi_pos], hz.2⟩
  have hs : 0 < Real.sin z :=
    Real.sin_pos_of_pos_of_lt_pi hz.1 (by linarith [hz.2, Real.pi_pos])
  have hVs : V - V * Real.cos z ^ 2 = V * Real.sin z ^ 2 := by
    linear_combination (-V) * Real.sin_sq_add_cos_sq z
  have hVp : 0 < V * Real.sin z ^ 2 := by positivity
  have hk := waveNumber_scale m ħ V hc.le
  have hκ : waveNumber m ħ (V - V * Real.cos z ^ 2) = waveNumber m ħ V * Real.sin z := by
    rw [hVs, waveNumber_scale m ħ V hs.le]
  have hka : waveNumber m ħ V * Real.cos z * a = z := by linear_combination -h
  constructor
  · refine ⟨by positivity, by linarith, (matchedWave_iff _ _ _).2 (Or.inl ?_)⟩
    rw [hk, hκ, hka]
    ring
  · -- below this energy neither parity can be matched
    rintro E ⟨h0, hEV, hmatch⟩
    by_contra hn
    have hlt := not_le.mp hn
    have k0 : 0 < waveNumber m ħ E := by unfold waveNumber; positivity
    have k1 := waveNumber_lt hm hħ h0.le hlt
    have κ1 : waveNumber m ħ (V - V * Real.cos z ^ 2) < waveNumber m ħ (V - E) :=
      waveNumber_lt hm hħ (by linarith) (by linarith)
    rw [hk] at k1
    rw [hκ] at κ1
    have κ0 := (mul_pos hS hs).trans κ1
    have t0 := mul_pos k0 ha
    have t1 := mul_lt_mul_of_pos_right k1 ha
    rw [hka] at t1
    have c1 := Real.cos_lt_cos_of_nonneg_of_le_pi_div_two t0.le hz.2.le t1
    have s1 := Real.sin_lt_sin_of_lt_of_le_pi_div_two
      (by linarith [Real.pi_pos]) hz.2.le t1
    have s0 := Real.sin_pos_of_pos_of_lt_pi t0 (by linarith [hz.2, Real.pi_pos])
    rcases (matchedWave_iff _ _ _).1 hmatch with he | ho
    · have p1 := mul_lt_mul'' k1 s1 k0.le s0.le
      have p2 := mul_lt_mul'' κ1 c1 (mul_pos hS hs).le hc.le
      linarith
    · have p1 := mul_pos k0 (hc.trans c1)
      have p2 := mul_pos κ0 s0
      linarith

/-- For positive `m` and `ħ`, widening a well of fixed depth `V > 0` from half-width `a > 0` to `b`
lowers the ground energy above the bottom, but by less than the inverse-square factor `(a/b)²`. -/
theorem ground_energy_falls_slower {m ħ V a b E E' : ℝ} (hm : 0 < m) (hħ : 0 < ħ)
    (hV : 0 < V) (ha : 0 < a) (hab : a < b)
    (hE : IsLeast {E | IsBoundLevel m ħ V a E} E)
    (hE' : IsLeast {E | IsBoundLevel m ħ V b E} E') :
    E' < E ∧ E * (a / b) ^ 2 < E' := by
  have hb : 0 < b := ha.trans hab
  have hS : 0 < waveNumber m ħ V := by unfold waveNumber; positivity
  obtain ⟨z, ⟨hz, hzA⟩, -⟩ := existsUnique_root (mul_pos ha hS)
  obtain ⟨w, ⟨hw, hwB⟩, -⟩ := existsUnique_root (mul_pos hb hS)
  obtain ⟨hzw, hdec⟩ := root_monotone (mul_pos ha hS)
    (mul_lt_mul_of_pos_right hab hS) hz hw hzA hwB
  have hz0 : 0 < z := hz.1
  have hw0 : 0 < w := hw.1
  rw [hE.unique (isLeast_ground hm hħ hV ha hz hzA),
    hE'.unique (isLeast_ground hm hħ hV hb hw hwB)]
  constructor
  · gcongr
  · calc V * (z / (a * waveNumber m ħ V)) ^ 2 * (a / b) ^ 2
        = V * (z / (b * waveNumber m ħ V)) ^ 2 := by field_simp
      _ < V * (w / (b * waveNumber m ħ V)) ^ 2 := by gcongr

/-- For positive `m`, `ħ`, `V` and `a`, the ground energy lies strictly below the hard-wall value
`ħ²(π/2)²/(2ma²)`. -/
theorem ground_energy_lt_hard_wall {m ħ V a E : ℝ} (hm : 0 < m) (hħ : 0 < ħ)
    (hV : 0 < V) (ha : 0 < a) (hE : IsLeast {E | IsBoundLevel m ħ V a E} E) :
    E < ħ ^ 2 * (π / 2) ^ 2 / (2 * m * a ^ 2) := by
  have hS : 0 < waveNumber m ħ V := by unfold waveNumber; positivity
  have hS2 : waveNumber m ħ V ^ 2 = 2 * m * V / ħ ^ 2 := by
    unfold waveNumber
    rw [div_pow, Real.sq_sqrt (by positivity)]
  obtain ⟨z, ⟨hz, hzA⟩, -⟩ := existsUnique_root (mul_pos ha hS)
  have hz0 : 0 < z := hz.1
  have hz1 : z < π / 2 := hz.2
  rw [hE.unique (isLeast_ground hm hħ hV ha hz hzA)]
  calc V * (z / (a * waveNumber m ħ V)) ^ 2
      = ħ ^ 2 * z ^ 2 / (2 * m * a ^ 2) := by
        rw [div_pow, mul_pow, hS2]
        field_simp
    _ < ħ ^ 2 * (π / 2) ^ 2 / (2 * m * a ^ 2) := by gcongr

end

end ColourCentreWell
```

```lean
#print axioms ColourCentreWell.ground_energy_falls_slower
#print axioms ColourCentreWell.ground_energy_lt_hard_wall
```

```
'ColourCentreWell.ground_energy_falls_slower' depends on axioms: [propext, Classical.choice, Quot.sound]
'ColourCentreWell.ground_energy_lt_hard_wall' depends on axioms: [propext, Classical.choice, Quot.sound]
```

## From the matching equations to the inequalities

`matchedWave_iff` separates the parities: `linear_combination` forms the sums and differences, from which the nonzero factor `C` or `D` is cancelled. `existsUnique_root` finds the root by the intermediate value theorem and excludes a second one by comparing cosines. `root_monotone` runs the contradiction for $w\le z$.

`waveNumber_scale` turns $V\cos^2z$ into $k=S\cos z$, and `waveNumber_lt` orders wave numbers by energy. `isLeast_ground` uses the first to check the even condition, and both to rule out every lower level. Together with `existsUnique_root`, it shows that every such well has a ground level.

In the last two theorems, `hE.unique` replaces the given energy by the root formula. `gcongr` then turns the inequalities between roots or ratios into inequalities between energies.
